# Critical thickness of a uniformly polarized Landau film under short circuit

## Choosing a thickness before looking for a polar state

Before computing the polarization of a ferroelectric film between short-circuited electrodes, one can compare the chosen thickness with a threshold built from the Landau coefficient, the permittivity and the effective screening lengths of the electrodes. In a uniform, one-dimensional Landau model whose energy ends with a positive fourth-order term, and without a built-in voltage, a film at or below that threshold has no polar state to find. For slab simulations this gives a first estimate of the thickness needed, as far as such a model with thickness-independent coefficients describes the film.

## Film and electrodes

A film of thickness $d>0$ has uniform polarization $P$ and field $E$ along its normal. The electrodes carry the charge densities $q$ and $-q$ per area, and the normal points from the first to the second. Let $\varepsilon>0$ be the background permittivity of the film. If the charge is spread over a finite depth, an electrode has a voltage drop, written $l_iq/\varepsilon$ with an effective screening length $l_i\ge 0$ for $i=1,2$; an ideal electrode has $l_i=0$. For an electrode of permittivity $\varepsilon_e$ whose charge decays exponentially over a depth $s$, the drop is $sq/\varepsilon_e$, so the effective length is $s\varepsilon/\varepsilon_e$. Put $L=l_1+l_2$. A short-circuit state satisfies

$$E d+\frac{Lq}{\varepsilon}=0,\qquad q=P+\varepsilon E,\qquad E=-aP+bP^3 .$$

The first equation says that the total voltage vanishes, and the second that the charge density $q$ of the first electrode equals the displacement in the film. The third is the Landau equation of state. Here $a>0$ means that the bulk material prefers to be polar, and $b>0$ limits the polarization.

## The threshold and its derivation

The claim is that a state with $P\neq0$ exists if and only if

$$d>d_c,\qquad d_c=\frac{L(1-\varepsilon a)}{\varepsilon a}.$$

Inserting the charge into the voltage equation gives $E(d+L)+LP/\varepsilon=0$, so the film carries the depolarizing field

$$E=-kP,\qquad k=\frac{L}{\varepsilon(d+L)} .$$

Equating this with the Landau field gives

$$P\,\bigl(bP^2-(a-k)\bigr)=0 .$$

Hence $P=0$ or $bP^2=a-k$. Since $b>0$, a nonzero real solution exists exactly when $k<a$. Because $d_c=L/(\varepsilon a)-L$,

$$a-k=\frac{a\,(d+L)-L/\varepsilon}{d+L}=\frac{a\,(d-d_c)}{d+L},$$

and $k<a$ is the same as $d>d_c$. The polar states then have

$$P^2=\frac ab\,\frac{d-d_c}{d+L}.$$

With $\varepsilon=1$ and $l_1=l_2=\lambda>0$, the criterion becomes $d>2\lambda(1-a)/a$. The condition $a<1$ is not needed for the equivalence; it makes the threshold positive. In general, for $L>0$, the threshold is positive exactly when $\varepsilon a<1$. If it is not positive, a film of any thickness has a polar state.

## Which state has the lower energy

Take the free energy per volume to be

$$F(P)=-\frac a2P^2+\frac b4P^4+\frac k2P^2 .$$

Its derivative is $-aP+bP^3+kP$, which vanishes exactly when the Landau field equals the depolarizing field. If $P\ne0$ is a short-circuit state, then $a-k=bP^2$, and for every $x$

$$F(x)-F(P)=\frac b4\,(x^2-P^2)^2\ge0 .$$

The polar state is therefore a global minimum, and $x=0$ shows that it lies below the unpolarized state by $bP^4/4$. If $d\le d_c$, then $k\ge a$, and for $x\ne0$

$$F(x)-F(0)=\frac{k-a}{2}x^2+\frac b4x^4>0 .$$

## How the Lean statements express the model

A `Capacitor` holds the real parameters together with their sign conditions. `screening C` is $L$, `depol C` is $k$, and `criticalThickness C` is $d_c$. The proposition `IsState C P E q` contains the three equations, with the sign convention that a positive $k$ gives a field opposite to $P$.

The main theorem, `polar_state_iff`, says that real numbers $P,E,q$ with `IsState C P E q` and $P\ne0$ exist if and only if `criticalThickness C < C.d`. The theorem `symmetric_polar_iff` states the case of equal electrodes with the equations written out, in units where $\varepsilon=1$.

The screening lengths, the permittivity and the Landau coefficients are inputs, not derived from electronic structure. Temperature can enter only through the values of the parameters. The model has no domains, polarization gradients, strain or switching dynamics. It also leaves out the built-in voltage that two different electrodes can cause. The minimum concerns only uniform polarizations in the energy $F$.

```lean
import Mathlib

namespace FerroelectricCriticalThickness

noncomputable section

/-- A ferroelectric film of thickness `d` between electrodes with effective screening lengths `l₁`,
`l₂`; `ε` is the background permittivity and `a`, `b` are the Landau coefficients. -/
structure Capacitor where
  d : ℝ
  l₁ : ℝ
  l₂ : ℝ
  ε : ℝ
  a : ℝ
  b : ℝ
  hd : 0 < d
  hl₁ : 0 ≤ l₁
  hl₂ : 0 ≤ l₂
  hε : 0 < ε
  ha : 0 < a
  hb : 0 < b

/-- The total screening length of the two electrodes. -/
def screening (C : Capacitor) : ℝ := C.l₁ + C.l₂

/-- The Landau equation of state: the field in the film at polarization `P`. -/
def landauField (C : Capacitor) (P : ℝ) : ℝ := -C.a * P + C.b * P ^ 3

/-- A short-circuit state with polarization `P`, film field `E` and electrode charge density `q`:
the voltages across film and electrodes add to zero, the charge is the displacement in the film,
and the film obeys the Landau equation of state. -/
structure IsState (C : Capacitor) (P E q : ℝ) : Prop where
  voltage : E * C.d + screening C * q / C.ε = 0
  charge : q = P + C.ε * E
  landau : E = landauField C P

/-- The depolarization coefficient of the film with its electrodes. -/
def depol (C : Capacitor) : ℝ := screening C / (C.ε * (C.d + screening C))

/-- The critical thickness of the film. -/
def criticalThickness (C : Capacitor) : ℝ :=
  screening C * (1 - C.ε * C.a) / (C.ε * C.a)

/-- The free energy per volume: the Landau energy plus the depolarization energy. -/
def freeEnergy (C : Capacitor) (P : ℝ) : ℝ :=
  -C.a / 2 * P ^ 2 + C.b / 4 * P ^ 4 + depol C / 2 * P ^ 2

/-- Film thickness and screening length add to a positive length. -/
lemma width_pos (C : Capacitor) : 0 < C.d + screening C := by
  have h1 := C.hd
  have h2 := C.hl₁
  have h3 := C.hl₂
  unfold screening
  linarith

/-- With the electrode charge replaced by the displacement `P + ε E`, the voltages add to zero
exactly when the field in the film is minus the depolarization coefficient times `P`. -/
theorem depolarizing_field (C : Capacitor) (P E : ℝ) :
    E * C.d + screening C * (P + C.ε * E) / C.ε = 0 ↔ E = -depol C * P := by
  have hε := C.hε.ne'
  have hw := (width_pos C).ne'
  have e1 : screening C * (P + C.ε * E) / C.ε
      = screening C * P / C.ε + screening C * E := by
    field_simp
  have e2 : depol C * P * (C.d + screening C) = screening C * P / C.ε := by
    unfold depol
    field_simp
  rw [e1]
  constructor
  · intro h
    apply mul_right_cancel₀ hw
    linear_combination h + e2
  · intro h
    linear_combination (C.d + screening C) * h - e2

/-- A polarization `P` occurs in a short-circuit state exactly when it is zero or its square
balances the Landau and depolarization coefficients. -/
theorem state_iff (C : Capacitor) (P : ℝ) :
    (∃ E q, IsState C P E q) ↔ P = 0 ∨ C.b * P ^ 2 = C.a - depol C := by
  constructor
  · rintro ⟨E, q, h1, h2, h3⟩
    rw [h2] at h1
    have h := (depolarizing_field C P E).1 h1
    unfold landauField at h3
    -- equate the depolarizing field with the Landau field
    have h4 : P * (C.b * P ^ 2 - (C.a - depol C)) = 0 := by
      linear_combination h - h3
    rcases mul_eq_zero.1 h4 with h5 | h5
    · exact Or.inl h5
    · exact Or.inr (by linarith)
  · intro h
    refine ⟨landauField C P, P + C.ε * landauField C P,
      ⟨(depolarizing_field C P _).2 ?_, rfl, rfl⟩⟩
    unfold landauField
    rcases h with h | h
    · rw [h]; ring
    · linear_combination P * h

/-- The Landau coefficient `a` minus the depolarization coefficient equals `a` times the thickness
minus the critical thickness, divided by the sum of thickness and total screening length. -/
theorem net_coefficient (C : Capacitor) :
    C.a - depol C = C.a * (C.d - criticalThickness C) / (C.d + screening C) := by
  have hε := C.hε.ne'
  have ha := C.ha.ne'
  have hw := (width_pos C).ne'
  unfold depol criticalThickness
  field_simp
  ring

/-- The depolarization coefficient is below the Landau coefficient exactly when the film is
thicker than the critical thickness. -/
lemma depol_lt_iff (C : Capacitor) : depol C < C.a ↔ criticalThickness C < C.d := by
  have h : 0 < C.a - depol C ↔ 0 < C.d - criticalThickness C := by
    rw [net_coefficient, div_pos_iff_of_pos_right (width_pos C), mul_pos_iff_of_pos_left C.ha]
  simpa only [sub_pos] using h

/-- A short-circuited film has a state with nonzero polarization if and only if it is thicker
than the critical thickness. -/
theorem polar_state_iff (C : Capacitor) :
    (∃ P E q, IsState C P E q ∧ P ≠ 0) ↔ criticalThickness C < C.d := by
  rw [← depol_lt_iff]
  constructor
  · rintro ⟨P, E, q, h, hP⟩
    rcases (state_iff C P).1 ⟨E, q, h⟩ with h0 | h0
    · exact absurd h0 hP
    · have h1 : 0 < C.b * P ^ 2 := mul_pos C.hb (by positivity)
      linarith
  · intro h
    have hb := C.hb.ne'
    have hpos : 0 < (C.a - depol C) / C.b := div_pos (sub_pos.2 h) C.hb
    -- the square root of `(a - k) / b`, with `k = depol C`, satisfies the balance condition
    have hs : C.b * Real.sqrt ((C.a - depol C) / C.b) ^ 2 = C.a - depol C := by
      rw [Real.sq_sqrt hpos.le]
      field_simp
    obtain ⟨E, q, hst⟩ := (state_iff C _).2 (Or.inr hs)
    exact ⟨_, E, q, hst, (Real.sqrt_pos.2 hpos).ne'⟩

/-- The squared polarization of a polar state as a function of the film thickness. -/
theorem polarization_sq (C : Capacitor) {P E q : ℝ} (h : IsState C P E q) (hP : P ≠ 0) :
    P ^ 2 = C.a / C.b * ((C.d - criticalThickness C) / (C.d + screening C)) := by
  have h0 := ((state_iff C P).1 ⟨E, q, h⟩).resolve_left hP
  have hb := C.hb.ne'
  have hw := (width_pos C).ne'
  rw [net_coefficient] at h0
  apply mul_left_cancel₀ hb
  rw [h0]
  field_simp

/-- For electrodes with nonzero total screening length, the critical thickness is positive
exactly when the dimensionless Landau coefficient `ε a` is below one. -/
theorem criticalThickness_pos_iff (C : Capacitor) (hL : 0 < screening C) :
    0 < criticalThickness C ↔ C.ε * C.a < 1 := by
  unfold criticalThickness
  rw [div_pos_iff_of_pos_right (mul_pos C.hε C.ha), mul_pos_iff_of_pos_left hL, sub_pos]

/-- The slope of the free energy is the Landau field minus the depolarizing field. -/
theorem hasDerivAt_freeEnergy (C : Capacitor) (P : ℝ) :
    HasDerivAt (freeEnergy C) (landauField C P - (-depol C * P)) P := by
  have h := (((hasDerivAt_pow 2 P).const_mul (-C.a / 2)).fun_add
    ((hasDerivAt_pow 4 P).const_mul (C.b / 4))).fun_add
    ((hasDerivAt_pow 2 P).const_mul (depol C / 2))
  refine HasDerivAt.congr_deriv h ?_
  norm_num [landauField]
  ring

/-- A polar short-circuit state minimizes the free energy over all polarizations and lies
strictly below the unpolarized state. -/
theorem polar_state_minimizes (C : Capacitor) {P E q : ℝ} (h : IsState C P E q) (hP : P ≠ 0) :
    (∀ x, freeEnergy C P ≤ freeEnergy C x) ∧ freeEnergy C P < freeEnergy C 0 := by
  have h0 := ((state_iff C P).1 ⟨E, q, h⟩).resolve_left hP
  have hb := C.hb
  -- complete the square around the polar state
  have key : ∀ x, freeEnergy C x - freeEnergy C P = C.b / 4 * (x ^ 2 - P ^ 2) ^ 2 := by
    intro x
    unfold freeEnergy
    linear_combination (x ^ 2 - P ^ 2) / 2 * h0
  constructor
  · intro x
    have h1 : 0 ≤ C.b / 4 * (x ^ 2 - P ^ 2) ^ 2 := by positivity
    linarith [key x]
  · have h1 : 0 < C.b / 4 * (P ^ 2) ^ 2 := by positivity
    have h2 : ((0 : ℝ) ^ 2 - P ^ 2) ^ 2 = (P ^ 2) ^ 2 := by ring
    have h3 := key 0
    rw [h2] at h3
    linarith

/-- At or below the critical thickness the unpolarized film has strictly lower free energy than
any polarized one. -/
theorem unpolarized_minimizes (C : Capacitor) (h : C.d ≤ criticalThickness C) {x : ℝ}
    (hx : x ≠ 0) : freeEnergy C 0 < freeEnergy C x := by
  have hk : C.a ≤ depol C := by
    by_contra hc
    exact absurd ((depol_lt_iff C).1 (not_le.1 hc)) (not_lt.2 h)
  have h1 : 0 ≤ (depol C - C.a) * x ^ 2 := mul_nonneg (sub_nonneg.2 hk) (sq_nonneg x)
  have h2 : 0 < C.b * x ^ 4 := mul_pos C.hb (by positivity)
  unfold freeEnergy
  nlinarith [h1, h2]

/-- For two equal electrodes and unit permittivity, the short-circuit equations have a solution
with nonzero polarization if and only if `d > 2 lam (1 - a) / a`. -/
theorem symmetric_polar_iff {d lam a b : ℝ} (hd : 0 < d) (hl : 0 < lam) (ha : 0 < a)
    (hb : 0 < b) :
    (∃ P E q : ℝ, E * d + 2 * lam * q = 0 ∧ q = P + E ∧ E = -a * P + b * P ^ 3 ∧ P ≠ 0) ↔
      2 * lam * (1 - a) / a < d := by
  have h := polar_state_iff ⟨d, lam, lam, 1, a, b, hd, hl.le, hl.le, one_pos, ha, hb⟩
  have hc : criticalThickness ⟨d, lam, lam, 1, a, b, hd, hl.le, hl.le, one_pos, ha, hb⟩
      = 2 * lam * (1 - a) / a := by
    change (lam + lam) * (1 - 1 * a) / (1 * a) = _
    rw [one_mul]
    ring
  rw [hc] at h
  refine Iff.trans ?_ h
  constructor
  · rintro ⟨P, E, q, h1, h2, h3, hP⟩
    refine ⟨P, E, q, ⟨?_, ?_, h3⟩, hP⟩
    · change E * d + (lam + lam) * q / 1 = 0
      linear_combination h1
    · change q = P + 1 * E
      linear_combination h2
  · rintro ⟨P, E, q, ⟨h1, h2, h3⟩, hP⟩
    change E * d + (lam + lam) * q / 1 = 0 at h1
    change q = P + 1 * E at h2
    exact ⟨P, E, q, by linear_combination h1, by linear_combination h2, h3, hP⟩

end

end FerroelectricCriticalThickness
```

```lean
#print axioms FerroelectricCriticalThickness.polar_state_iff
-- 'FerroelectricCriticalThickness.polar_state_iff' depends on axioms: [propext, Classical.choice, Quot.sound]
#print axioms FerroelectricCriticalThickness.polar_state_minimizes
-- 'FerroelectricCriticalThickness.polar_state_minimizes' depends on axioms: [propext, Classical.choice, Quot.sound]
#print axioms FerroelectricCriticalThickness.unpolarized_minimizes
-- 'FerroelectricCriticalThickness.unpolarized_minimizes' depends on axioms: [propext, Classical.choice, Quot.sound]
#print axioms FerroelectricCriticalThickness.symmetric_polar_iff
-- 'FerroelectricCriticalThickness.symmetric_polar_iff' depends on axioms: [propext, Classical.choice, Quot.sound]
```

## From the depolarizing field to the threshold

`width_pos` supplies $d+L>0$, which allows division by this length. `depolarizing_field` proves that the voltage condition, with the charge inserted, is equivalent to $E=-kP$. Its auxiliary equations `e1` and `e2` split the electrode voltage and cancel the factor $d+L$ in the denominator of $k$; `linear_combination` then does the elimination in both directions.

`state_iff` adds the Landau equation. In the forward direction it forms the product $P(bP^2-(a-k))=0$ and splits it with `mul_eq_zero`. In the reverse direction it constructs the state by taking $E$ from the Landau equation and $q$ from the charge equation, and then checks the voltage.

`net_coefficient` is the identity for $a-k$, and `depol_lt_iff` reads off its sign. In `polar_state_iff`, a nonzero $P$ makes $bP^2$ positive, which forces $k<a$. Conversely, the proof takes $P=\sqrt{(a-k)/b}$, which is nonzero, and passes it to `state_iff`. `polarization_sq` combines the balance condition with `net_coefficient` to give the thickness law, while `criticalThickness_pos_iff` determines the sign of $d_c$ from its numerator.

## Energy and the symmetric case

`hasDerivAt_freeEnergy` differentiates the three terms of $F$. In `polar_state_minimizes`, the equation `key` is the completed square above; it gives the global minimum, and at $x=0$ the strict inequality. `unpolarized_minimizes` first obtains $k\ge a$ from the thickness condition, then adds the nonnegative quadratic term and the positive quartic term.

Finally, `symmetric_polar_iff` applies the main theorem to a capacitor with both screening lengths equal to `lam` and permittivity one. The remaining steps convert `lam + lam` to `2 * lam` and remove the factors of one, in the threshold and in the equations.
